# Closed forms for the hydrogen 1s→2s form factor and generalized oscillator strength

## The form factor at zero momentum transfer

The form factor of this transition contains the angular average of $e^{i\mathbf q\cdot\mathbf r}$, usually written $\sin(qr)/(qr)$. At $q=0$ the average is 1, but the quotient is undefined. The file uses `Real.sinc`, which takes the value 1 at zero. The form factor at $q=0$ is then the overlap of the two states, and its vanishing expresses their orthogonality.

A plain quotient would spoil this unnoticed. Lean sets division by zero to 0, so the integrand would vanish at $q=0$, and $F(0)=0$ would hold for any pair of states, orthogonal or not.

## From the matrix element to a radial integral

In atomic units, the normalised radial functions are

$$R_{1s}(r)=2e^{-r},\qquad R_{2s}(r)=\tfrac{1}{\sqrt2}\left(1-\tfrac r2\right)e^{-r/2}.$$

A fast charged particle that transfers momentum $\mathbf q$ couples the states through $e^{i\mathbf q\cdot\mathbf r}$. Both states are spherically symmetric, so only the angular average of this factor contributes. With $u$ the cosine of the angle between $\mathbf q$ and $\mathbf r$, it is

$$\frac12\int_{-1}^{1}e^{iqru}\,du=\frac{\sin(qr)}{qr}.$$

With $\Delta E$ the excitation energy, the form factor and the generalized oscillator strength are therefore

$$F(q)=\int_0^\infty R_{1s}R_{2s}\,r^2\,\frac{\sin(qr)}{qr}\,dr,\qquad f(q)=\frac{2\,\Delta E\,F(q)^2}{q^2}.$$

For a one-electron atom in the first Born approximation, $f(q)$ determines the inelastic cross section for this excitation. The transition is dipole-forbidden, yet it appears at finite $q$.

## What the theorems say

- `formFactor_eq`: for every real $q$, $F(q)=4\sqrt2\,q^2/(q^2+9/4)^3$.
- `gos_eq`: for $q\neq0$, $f(q)=24q^2/(q^2+9/4)^6$, and this is positive.
- `gos_optical_limit`: $f(q)/q^2\to2^{15}/3^{11}$ as $q\to0$ through non-zero values, which is the meaning of `𝓝[≠] 0`.
- `gos_maximum`: for $q>0$, $f(q)$ is at most $24\,(9/20)/(27/10)^6$, with equality exactly when $q=\sqrt{9/20}$.

In Lean, `formFactor` is $F$, `gos` is $f$, and `Ioi 0` is the range $r>0$. The function `level` gives the energies $-1/(2n^2)$ in hartree.

The radial functions and energies are entered as definitions, those of a non-relativistic electron bound to a fixed nucleus. They are not derived from the Schrödinger equation. The angular average and the link to the cross section also belong to the physics that motivates the definitions.

## The derivation by hand

The product of the radial functions is $\sqrt2\,(1-r/2)\,e^{-3r/2}$. At $q=0$ the integral is

$$\sqrt2\left[\frac{2!}{(3/2)^3}-\frac12\,\frac{3!}{(3/2)^4}\right]=\sqrt2\left[\frac{16}{27}-\frac{16}{27}\right]=0.$$

For $q\neq0$, one power of $r$ cancels:

$$F(q)=\frac{\sqrt2}{q}\int_0^\infty\left(r-\frac{r^2}{2}\right)e^{-3r/2}\sin(qr)\,dr.$$

The sine is the imaginary part of an exponential. For complex $s$ with positive real part,

$$\int_0^\infty\left(r-\frac{r^2}{2}\right)e^{-sr}dr=\frac1{s^2}-\frac1{s^3}=\frac{s-1}{s^3}.$$

Put $s=a-iq$ and multiply numerator and denominator by $(a+iq)^3$. The imaginary part is

$$\frac{(a-1)(3a^2q-q^3)-q(a^3-3aq^2)}{(a^2+q^2)^3}.$$

At $a=3/2$ the numerator is

$$\frac{27}{8}q-\frac12q^3-\frac{27}{8}q+\frac92q^3=4q^3.$$

Multiplication by $\sqrt2/q$ gives the stated $F(q)$.

The excitation energy is $\Delta E=-\frac18+\frac12=\frac38$, so

$$f(q)=\frac34\cdot\frac{32q^4}{q^2\,(q^2+9/4)^6}=\frac{24q^2}{(q^2+9/4)^6}.$$

Dividing by $q^2$ and letting $q\to0$ gives $24\,(4/9)^6=2^{15}/3^{11}$.

For the maximum, set $y=q^2+9/4$, $y_0=27/10$ and $x_0=9/20$. Since $y_0=6x_0$ and $9/4=5x_0$,

$$\frac{24x_0}{y_0^6}-f(q)=\frac{24x_0\,(y^6-6y_0^5y+5y_0^6)}{y_0^6\,y^6}.$$

The bracket factors as

$$(y-y_0)^2\,(y^4+2y_0y^3+3y_0^2y^2+4y_0^3y+5y_0^4).$$

The second factor is positive and $y-y_0=q^2-9/20$, so the difference is non-negative and vanishes only at $q^2=9/20$.

## Small momentum transfer in a numerical code

A program that evaluates the integral for $F$ directly on a radial grid will generally obtain a small spurious overlap $\varepsilon$ at $q=0$ instead of zero. The computed $f$ then contains a term proportional to $\varepsilon^2/q^2$, which diverges as $q\to0$. Orthogonality allows $\sin(qr)/(qr)$ to be replaced by $\sin(qr)/(qr)-1$ in the integrand, and this removes the spurious term. For small $qr$ the difference should be evaluated from its series, to avoid cancellation. The closed form supplies reference values for this one transition.

## The Lean file

```lean
import Mathlib

open MeasureTheory Set Filter Topology

namespace HydrogenOneSTwoS

noncomputable section

/-- Radial function of the hydrogen 1s state in atomic units. -/
def R1s (r : ℝ) : ℝ := 2 * Real.exp (-r)

/-- Radial function of the hydrogen 2s state in atomic units. -/
def R2s (r : ℝ) : ℝ := 1 / Real.sqrt 2 * (1 - r / 2) * Real.exp (-r / 2)

/-- Form factor of the 1s to 2s transition at momentum transfer `q`; `Real.sinc x` is
`sin x / x`, with value 1 at `x = 0`. -/
def formFactor (q : ℝ) : ℝ :=
  ∫ r in Ioi (0 : ℝ), R1s r * R2s r * r ^ 2 * Real.sinc (q * r)

/-- Energy of the hydrogen level `n ≥ 1` in hartree. -/
def level (n : ℕ) : ℝ := -1 / (2 * (n : ℝ) ^ 2)

/-- Generalized oscillator strength of the 1s to 2s transition, for `q ≠ 0`. -/
def gos (q : ℝ) : ℝ := 2 * (level 2 - level 1) * formFactor q ^ 2 / q ^ 2

/-- Moments of a decaying exponential: `r ^ n * exp (-a r)` is integrable over `r > 0`, with
integral `n! / a ^ (n + 1)`. -/
theorem exp_moment (n : ℕ) {a : ℝ} (ha : 0 < a) :
    IntegrableOn (fun r : ℝ => r ^ n * Real.exp (-(a * r))) (Ioi 0) ∧
    ∫ r in Ioi (0 : ℝ), r ^ n * Real.exp (-(a * r)) = n.factorial / a ^ (n + 1) := by
  have h := Real.integral_rpow_mul_exp_neg_mul_Ioi (a := (n : ℝ) + 1) (r := a)
    (by positivity) ha
  have e : (1 / a) ^ ((n : ℝ) + 1) = (1 / a) ^ (n + 1) := by
    exact_mod_cast Real.rpow_natCast (1 / a) (n + 1)
  rw [Real.Gamma_nat_eq_factorial, e] at h
  simp only [add_sub_cancel_right, Real.rpow_natCast] at h
  have hne : (1 / a) ^ (n + 1) * (n.factorial : ℝ) ≠ 0 := by positivity
  refine ⟨?_, ?_⟩
  · by_contra hn
    exact hne (h.symm.trans (integral_undef hn))
  · rw [h, one_div, inv_pow, div_eq_mul_inv, mul_comm]

/-- For a complex decay rate `s` with positive real part, `(r - r²/2) exp (-s r)` is integrable
over `r > 0`, with integral `(s - 1) / s³`. -/
theorem complex_decay_integral {s : ℂ} (hs : 0 < s.re) :
    IntegrableOn (fun r : ℝ => ((r - r ^ 2 / 2 : ℝ) : ℂ) * Complex.exp (-(s * r))) (Ioi 0) ∧
    ∫ r in Ioi (0 : ℝ), ((r - r ^ 2 / 2 : ℝ) : ℂ) * Complex.exp (-(s * r))
      = (s - 1) / s ^ 3 := by
  have hs0 : s ≠ 0 := by
    rintro rfl
    simp at hs
  have hE : ∀ r : ℝ, ‖Complex.exp (-(s * r))‖ = Real.exp (-(s.re * r)) := by
    intro r
    rw [Complex.norm_exp]
    simp
  have hint : IntegrableOn
      (fun r : ℝ => ((r - r ^ 2 / 2 : ℝ) : ℂ) * Complex.exp (-(s * r))) (Ioi 0) := by
    refine Integrable.mono' (Integrable.add (exp_moment 1 hs).1 (exp_moment 2 hs).1)
      (Continuous.aestronglyMeasurable (by fun_prop)) ?_
    filter_upwards [ae_restrict_mem measurableSet_Ioi] with r hr
    have hr0 : 0 < r := hr
    have hb : |r - r ^ 2 / 2| ≤ r ^ 1 + r ^ 2 :=
      abs_le.mpr ⟨by nlinarith [sq_nonneg r], by nlinarith [sq_nonneg r]⟩
    rw [norm_mul, Complex.norm_real, Real.norm_eq_abs, hE]
    exact (mul_le_mul_of_nonneg_right hb (Real.exp_pos _).le).trans_eq (add_mul _ _ _)
  have ht : ∀ m : ℕ, Tendsto (fun r : ℝ => (r : ℂ) ^ m * Complex.exp (-(s * r)))
      atTop (𝓝 0) := by
    intro m
    rw [tendsto_zero_iff_norm_tendsto_zero]
    refine (tendsto_rpow_mul_exp_neg_mul_atTop_nhds_zero m s.re hs).congr' ?_
    filter_upwards [eventually_gt_atTop 0] with r hr
    rw [norm_mul, norm_pow, Complex.norm_real, Real.norm_eq_abs, abs_of_pos hr, hE,
      Real.rpow_natCast, neg_mul]
  -- coefficients of the antiderivative `(α r² + β r + γ) exp (-s r)`
  have hdiv : ∀ c : ℂ, ∃ x, s * x = c := fun c => ⟨c / s, by field_simp⟩
  obtain ⟨α, hα⟩ := hdiv (1 / 2)
  obtain ⟨β, hβ⟩ := hdiv (2 * α - 1)
  obtain ⟨γ, hγ⟩ := hdiv β
  have hd : ∀ r : ℝ, HasDerivAt (fun r : ℝ => α * ((r : ℂ) ^ 2 * Complex.exp (-(s * r)))
      + β * ((r : ℂ) ^ 1 * Complex.exp (-(s * r)))
      + γ * ((r : ℂ) ^ 0 * Complex.exp (-(s * r))))
      (((r - r ^ 2 / 2 : ℝ) : ℂ) * Complex.exp (-(s * r))) r := by
    intro r
    have p := fun m : ℕ => (hasDerivAt_pow m (r : ℂ)).fun_mul
      ((hasDerivAt_id' (r : ℂ)).const_mul s).fun_neg.cexp
    refine ((((p 2).const_mul α).fun_add ((p 1).const_mul β)).fun_add
      ((p 0).const_mul γ)).comp_ofReal.congr_deriv ?_
    simp only [Nat.reduceSub, Complex.ofReal_sub, Complex.ofReal_div, Complex.ofReal_pow,
      Complex.ofReal_ofNat, Nat.cast_ofNat, Nat.cast_one, Nat.cast_zero]
    generalize Complex.exp (-(s * r)) = E
    linear_combination (-(r : ℂ) ^ 2 * E) * hα - (r * E) * hβ - E * hγ
  have h := integral_Ioi_of_hasDerivAt_of_tendsto' (a := 0) (fun r _ => hd r) hint
    ((((ht 2).const_mul α).add ((ht 1).const_mul β)).add ((ht 0).const_mul γ))
  have h' := h.trans (by simp : _ = -γ)
  refine ⟨hint, ?_⟩
  rw [h', eq_div_iff (pow_ne_zero 3 hs0)]
  linear_combination (-s ^ 2) * hγ - s * hβ - 2 * hα

/-- Integral over `r > 0` of `(r - r²/2) exp (-a r) sin (q r)` for a decay rate `a > 0`. -/
theorem damped_sine_integral {a : ℝ} (ha : 0 < a) (q : ℝ) :
    ∫ r in Ioi (0 : ℝ), (r - r ^ 2 / 2) * Real.exp (-(a * r)) * Real.sin (q * r) =
      ((a - 1) * (3 * a ^ 2 * q - q ^ 3) - q * (a ^ 3 - 3 * a * q ^ 2))
        / (a ^ 2 + q ^ 2) ^ 3 := by
  obtain ⟨hint, h⟩ := complex_decay_integral (s := (a : ℂ) - q * Complex.I)
    (by simpa using ha)
  -- the damped sine is the imaginary part of the complex integrand
  have him : ∀ r : ℝ, Complex.imCLM (((r - r ^ 2 / 2 : ℝ) : ℂ) *
      Complex.exp (-(((a : ℂ) - q * Complex.I) * r)))
      = (r - r ^ 2 / 2) * Real.exp (-(a * r)) * Real.sin (q * r) := by
    intro r
    have h1 : (-(((a : ℂ) - q * Complex.I) * r)).re = -(a * r) := by simp
    have h2 : (-(((a : ℂ) - q * Complex.I) * r)).im = q * r := by simp
    rw [Complex.imCLM_apply, Complex.im_ofReal_mul, Complex.exp_im, h1, h2, mul_assoc]
  have hV := Complex.imCLM.integral_comp_comm hint
  simp only [him] at hV
  have ht : (a : ℂ) + q * Complex.I ≠ 0 := by
    intro h0
    have h' := congrArg Complex.re h0
    simp at h'
    linarith
  have hD : ((a : ℂ) - q * Complex.I) * ((a : ℂ) + q * Complex.I)
      = ((a ^ 2 + q ^ 2 : ℝ) : ℂ) := by
    push_cast
    linear_combination (-(q : ℂ) ^ 2) * Complex.I_sq
  have hm : (((a : ℂ) - q * Complex.I - 1) * ((a : ℂ) + q * Complex.I) ^ 3).im
      = (a - 1) * (3 * a ^ 2 * q - q ^ 3) - q * (a ^ 3 - 3 * a * q ^ 2) := by
    simp [pow_succ]
    ring
  rw [hV, h, ← mul_div_mul_right _ _ (pow_ne_zero 3 ht), ← mul_pow, hD,
    ← Complex.ofReal_pow, Complex.imCLM_apply, Complex.div_ofReal_im, hm]

/-- The product of the two radial functions is a polynomial times `exp (-3r/2)`. -/
theorem radial_product (r : ℝ) :
    R1s r * R2s r = Real.sqrt 2 * (1 - r / 2) * Real.exp (-(3 / 2 * r)) := by
  have he : Real.exp (-(3 / 2 * r)) = Real.exp (-r) * Real.exp (-r / 2) := by
    rw [← Real.exp_add]
    congr 1
    ring
  have h2 : 1 / Real.sqrt 2 = Real.sqrt 2 / 2 := by
    rw [div_eq_div_iff (by positivity) two_ne_zero, Real.mul_self_sqrt (by norm_num)]
    norm_num
  rw [he, R1s, R2s, h2]
  ring

/-- The 1s and 2s radial functions are orthogonal. -/
theorem orthogonal : ∫ r in Ioi (0 : ℝ), R1s r * R2s r * r ^ 2 = 0 := by
  obtain ⟨i2, v2⟩ := exp_moment 2 (a := 3 / 2) (by norm_num)
  obtain ⟨i3, v3⟩ := exp_moment 3 (a := 3 / 2) (by norm_num)
  have hpt : ∀ r : ℝ, R1s r * R2s r * r ^ 2 =
      Real.sqrt 2 * (r ^ 2 * Real.exp (-(3 / 2 * r)))
        - Real.sqrt 2 / 2 * (r ^ 3 * Real.exp (-(3 / 2 * r))) := by
    intro r
    rw [radial_product]
    ring
  simp only [hpt]
  rw [integral_sub (i2.const_mul _) (i3.const_mul _), integral_const_mul,
    integral_const_mul, v2, v3]
  norm_num [Nat.factorial]
  ring

/-- The 1s to 2s form factor is `4 √2 q² / (q² + 9/4)³` at every momentum transfer. -/
theorem formFactor_eq (q : ℝ) :
    formFactor q = 4 * Real.sqrt 2 * q ^ 2 / (q ^ 2 + 9 / 4) ^ 3 := by
  rcases eq_or_ne q 0 with rfl | hq
  · simp [formFactor, orthogonal]
  have hpt : ∀ r ∈ Ioi (0 : ℝ), R1s r * R2s r * r ^ 2 * Real.sinc (q * r) =
      Real.sqrt 2 / q *
        ((r - r ^ 2 / 2) * Real.exp (-(3 / 2 * r)) * Real.sin (q * r)) := by
    intro r hr
    have hr0 : r ≠ 0 := (mem_Ioi.mp hr).ne'
    rw [Real.sinc_of_ne_zero (mul_ne_zero hq hr0), radial_product]
    generalize Real.exp (-(3 / 2 * r)) = y
    generalize Real.sin (q * r) = z
    have e : r * (z / (q * r)) = z / q := by field_simp
    linear_combination (Real.sqrt 2 * (1 - r / 2) * y * r) * e
  have hN : ((3 / 2 : ℝ) - 1) * (3 * (3 / 2) ^ 2 * q - q ^ 3)
      - q * ((3 / 2) ^ 3 - 3 * (3 / 2) * q ^ 2) = 4 * q ^ 3 := by ring
  have hD : (3 / 2 : ℝ) ^ 2 + q ^ 2 = q ^ 2 + 9 / 4 := by ring
  have hD0 : q ^ 2 + 9 / 4 ≠ 0 := by positivity
  rw [formFactor, setIntegral_congr_fun measurableSet_Ioi hpt, integral_const_mul,
    damped_sine_integral (by norm_num) q, hN, hD, div_mul_div_comm,
    div_eq_div_iff (mul_ne_zero hq (pow_ne_zero 3 hD0)) (pow_ne_zero 3 hD0)]
  ring

/-- At non-zero momentum transfer the generalized oscillator strength is
`24 q² / (q² + 9/4)⁶`, and it is positive. -/
theorem gos_eq {q : ℝ} (hq : q ≠ 0) :
    gos q = 24 * q ^ 2 / (q ^ 2 + 9 / 4) ^ 6 ∧ 0 < gos q := by
  have h : gos q = 24 * q ^ 2 / (q ^ 2 + 9 / 4) ^ 6 := by
    have hE : level 2 - level 1 = 3 / 8 := by norm_num [level]
    have h2 : Real.sqrt 2 ^ 2 = 2 := Real.sq_sqrt (by norm_num)
    have hD0 : q ^ 2 + 9 / 4 ≠ 0 := by positivity
    rw [gos, hE, formFactor_eq, div_pow, mul_pow, mul_pow, h2, ← pow_mul]
    generalize q ^ 2 + 9 / 4 = D at hD0 ⊢
    field_simp
    norm_num
    ring
  refine ⟨h, ?_⟩
  rw [h]
  positivity

/-- In the optical limit the generalized oscillator strength vanishes as `q²`, with
coefficient `2¹⁵ / 3¹¹`. -/
theorem gos_optical_limit :
    Tendsto (fun q => gos q / q ^ 2) (𝓝[≠] 0) (𝓝 (2 ^ 15 / 3 ^ 11)) := by
  have hc : Continuous (fun q : ℝ => 24 / (q ^ 2 + 9 / 4) ^ 6) :=
    continuous_const.div (by fun_prop) (fun q => by positivity)
  have h0 := (hc.tendsto 0).mono_left (nhdsWithin_le_nhds (s := {0}ᶜ))
  have hv : (24 : ℝ) / ((0 : ℝ) ^ 2 + 9 / 4) ^ 6 = 2 ^ 15 / 3 ^ 11 := by norm_num
  rw [hv] at h0
  refine h0.congr' ?_
  filter_upwards [self_mem_nhdsWithin] with q hq
  have hq0 : q ≠ 0 := hq
  rw [(gos_eq hq0).1]
  field_simp

/-- For `q > 0` the generalized oscillator strength is at most `24 (9/20) / (27/10)⁶`, and it
reaches this value exactly at `q = √(9/20)`. -/
theorem gos_maximum {q : ℝ} (hq : 0 < q) :
    gos q ≤ 24 * (9 / 20) / (27 / 10) ^ 6 ∧
    (gos q = 24 * (9 / 20) / (27 / 10) ^ 6 ↔ q = Real.sqrt (9 / 20)) := by
  -- the distance to the maximum is a square times a positive factor
  obtain ⟨K, hK, h⟩ : ∃ K : ℝ, 0 < K ∧
      24 * (9 / 20) / (27 / 10) ^ 6 - gos q = (q ^ 2 - 9 / 20) ^ 2 * K := by
    obtain ⟨y, hy⟩ : ∃ y, y = q ^ 2 + 9 / 4 := ⟨_, rfl⟩
    have hy0 : 0 < y := by rw [hy]; positivity
    have hx : q ^ 2 = y - 9 / 4 := by linarith
    refine ⟨24 * (9 / 20) * (y ^ 4 + 2 * (27 / 10) * y ^ 3 + 3 * (27 / 10) ^ 2 * y ^ 2
      + 4 * (27 / 10) ^ 3 * y + 5 * (27 / 10) ^ 4) / ((27 / 10) ^ 6 * y ^ 6),
      by positivity, ?_⟩
    rw [(gos_eq hq.ne').1, ← hy, hx]
    field_simp
    ring
  refine ⟨?_, ?_, ?_⟩
  · have : 0 ≤ (q ^ 2 - 9 / 20) ^ 2 * K := by positivity
    linarith
  · intro he
    rw [he, sub_self] at h
    have h1 : (q ^ 2 - 9 / 20) ^ 2 = 0 :=
      (mul_eq_zero.mp h.symm).resolve_right hK.ne'
    have h2 : q ^ 2 - 9 / 20 = 0 := pow_eq_zero_iff two_ne_zero |>.mp h1
    rw [← sub_eq_zero.mp h2, Real.sqrt_sq hq.le]
  · intro he
    have h1 : q ^ 2 = 9 / 20 := by
      rw [he]
      exact Real.sq_sqrt (by norm_num)
    rw [h1, sub_self, zero_pow two_ne_zero, zero_mul] at h
    linarith

end

end HydrogenOneSTwoS
```

```lean
#print axioms HydrogenOneSTwoS.formFactor_eq
#print axioms HydrogenOneSTwoS.gos_optical_limit
#print axioms HydrogenOneSTwoS.gos_maximum
```

```
'HydrogenOneSTwoS.formFactor_eq' depends on axioms: [propext, Classical.choice, Quot.sound]
'HydrogenOneSTwoS.gos_optical_limit' depends on axioms: [propext, Classical.choice, Quot.sound]
'HydrogenOneSTwoS.gos_maximum' depends on axioms: [propext, Classical.choice, Quot.sound]
```

## How the proof follows the calculation

`exp_moment` takes the real moments from Mathlib's Gamma integral. It proves integrability by contradiction: otherwise `integral_undef` would make the integral 0, but its value is positive.

`complex_decay_integral` bounds the complex integrand by real moments and then uses an antiderivative $(\alpha r^2+\beta r+\gamma)e^{-sr}$. Matching powers of $r$ gives $s\alpha=\frac12$, $s\beta=2\alpha-1$ and $s\gamma=\beta$. The antiderivative tends to 0 at infinity and equals $\gamma$ at $r=0$, so the integral is $-\gamma=(s-1)/s^3$.

`damped_sine_integral` takes the imaginary part. The map `Complex.imCLM` is continuous and linear, so it can be exchanged with the integral. The facts `hD` and `hm` are the denominator and numerator computed by hand.

`radial_product` combines the two exponentials, and `orthogonal` subtracts the two moments. `formFactor_eq` treats $q=0$ through `orthogonal`. For $q\neq0$ it rewrites the integrand pointwise, and `hN` records the cancellation that leaves $4q^3$.

`gos_eq` inserts the energy difference and simplifies. `gos_optical_limit` uses the continuity of $24/(q^2+9/4)^6$, which agrees with $f(q)/q^2$ away from zero. In `gos_maximum`, `K` is the positive factor multiplying $(q^2-9/20)^2$; the bound and the case of equality both follow from this factorisation, without differentiating $f$.
